# Spin-summed fermionic generators commute with total spin

Let \(P\) label orbitals and \(\sigma\) spin values. In a ring \(A\), \(c_{ps}\) creates and \(a_{ps}\) annihilates an electron in orbital \(p\) with spin \(s\). We write \([X,Y]=XY-YX\) and \(\{X,Y\}=XY+YX\).

```lean
import Mathlib

open Finset

namespace SpinSummedGenerators

noncomputable section

variable {P σ A : Type*} [DecidableEq P] [DecidableEq σ] [Ring A]
```

The hypothesis `CAR c a` consists of

\[
\{c_{ps},c_{qt}\}=0,\quad \{a_{ps},a_{qt}\}=0,\quad \{a_{ps},c_{qt}\}=\delta_{pq}\delta_{st}.
\]

The first two relations express fermionic antisymmetry. When \(a_{ps}\) is the adjoint of \(c_{ps}\), the third says that the spin orbitals are orthonormal. Lean writes each \(\delta\) as an `if`. Nothing requires \(a_{ps}\) to be the adjoint of \(c_{ps}\).

```lean
/-- The canonical anticommutation relations for creation operators `c p s` and annihilation
operators `a p s`, labelled by orbital `p` and spin `s`. -/
structure CAR (c a : P → σ → A) : Prop where
  cc : ∀ p s q t, c p s * c q t + c q t * c p s = 0
  aa : ∀ p s q t, a p s * a q t + a q t * a p s = 0
  ac : ∀ p s q t, a p s * c q t + c q t * a p s = if p = q ∧ s = t then 1 else 0
```

The generator \(E_{pq}=\sum_s c_{ps}a_{qs}\) moves an electron from \(q\) to \(p\) and keeps its spin. It needs finitely many spin values.

```lean
/-- The spin-summed generator `E_pq = ∑ s, c_ps a_qs`. -/
def E [Fintype σ] (c a : P → σ → A) (p q : P) : A := ∑ s, c p s * a q s
```

The operator \(F_{uv}=\sum_p c_{pu}a_{pv}\) changes spin \(v\) to \(u\) and keeps the orbital. It needs finitely many orbitals.

```lean
/-- The orbital-summed operator `F_uv = ∑ p, c_pu a_pv`, which replaces spin `v` by spin `u`. -/
def F [Fintype P] (c a : P → σ → A) (u v : σ) : A := ∑ p, c p u * a p v
```

## (a) Commutator of two finite sums

Show that

\[
\Big[\sum_i f_i,\sum_j g_j\Big]=\sum_{i,j}[f_i,g_j].
\]

**Solution.** Distributing gives \(\sum_{i,j}f_ig_j-\sum_{j,i}g_jf_i\). Exchange the order of the second double sum (`Finset.sum_comm`) and combine.

```lean
/-- The commutator of two finite sums is the double sum of the commutators. -/
theorem comm_sum {I J : Type*} [Fintype I] [Fintype J] (f : I → A) (g : J → A) :
    (∑ i, f i) * (∑ j, g j) - (∑ j, g j) * (∑ i, f i)
      = ∑ i, ∑ j, (f i * g j - g j * f i) := by
  simp only [Finset.sum_sub_distrib]
  rw [Finset.sum_mul_sum, Finset.sum_mul_sum]
  congr 1
  exact Finset.sum_comm
```

## (b) Commutator of two replacements

For orbitals \(p,q,r,v\) and spins \(s,t,u,w\), show that

\[
[c_{ps}a_{qt},c_{ru}a_{vw}]=\delta_{qr}\delta_{tu}\,c_{ps}a_{vw}-\delta_{vp}\delta_{ws}\,c_{ru}a_{qt}.
\]

**Solution.** Expanding the four anticommutators below confirms that the commutator equals

\[
\begin{aligned}
&c_{ps}\{a_{qt},c_{ru}\}a_{vw}-c_{ru}\{a_{vw},c_{ps}\}a_{qt}\\
&-\{c_{ps},c_{ru}\}a_{qt}a_{vw}+c_{ru}c_{ps}\{a_{qt},a_{vw}\}.
\end{aligned}
\]

The second line vanishes, and the first gives the two deltas. In Lean, `noncomm_ring` checks the regrouping and `rw` inserts the four anticommutators.

```lean
/-- The commutator of two one-electron replacements `c_ps a_qt` and `c_ru a_vw` is again a
combination of one-electron replacements. -/
theorem CAR.bilinear {c a : P → σ → A} (h : CAR c a) (p q r v : P) (s t u w : σ) :
    c p s * a q t * (c r u * a v w) - c r u * a v w * (c p s * a q t)
      = (if q = r ∧ t = u then c p s * a v w else 0)
        - (if v = p ∧ w = s then c r u * a q t else 0) := by
  -- collect the products into anticommutators
  calc _ = c p s * (a q t * c r u + c r u * a q t) * a v w
          - c r u * (a v w * c p s + c p s * a v w) * a q t
          - (c p s * c r u + c r u * c p s) * (a q t * a v w)
          + c r u * c p s * (a q t * a v w + a v w * a q t) := by noncomm_ring
    _ = _ := by
      rw [h.ac q t r u, h.ac v w p s, h.cc p s r u, h.aa q t v w]
      split_ifs <;> simp
```

## (c) Commutator of two generators

Show that

\[
[E_{pq},E_{rv}]=\delta_{qr}E_{pv}-\delta_{vp}E_{rq}.
\]

**Solution.** By (a) and (b), the left side is

\[
\sum_{s,u}\big(\delta_{qr}\delta_{su}\,c_{ps}a_{vu}-\delta_{vp}\delta_{us}\,c_{ru}a_{qs}\big).
\]

The spin deltas remove one sum, and the other rebuilds the generators. The proof splits on whether \(q=r\) and \(v=p\), and `simp` collapses the sums.

```lean
/-- The spin-summed generators obey `[E_pq, E_rv] = δ_qr E_pv - δ_vp E_rq`. -/
theorem CAR.E_comm_E [Fintype σ] {c a : P → σ → A} (h : CAR c a) (p q r v : P) :
    E c a p q * E c a r v - E c a r v * E c a p q
      = (if q = r then E c a p v else 0) - (if v = p then E c a r q else 0) := by
  unfold E
  rw [comm_sum]
  simp only [h.bilinear, Finset.sum_sub_distrib]
  by_cases h1 : q = r <;> by_cases h2 : v = p <;> simp [h1, h2]
```

**A doubly occupied orbital.** Take orbitals 1 and 2, and let \(\psi\) have both electrons in orbital 1. Then \(E_{12}\psi=0\), while \(E_{21}\psi\) is a sum of two singly excited states, each returned to \(\psi\) by \(E_{12}\). So \([E_{12},E_{21}]\psi=2\psi\), in agreement with \((E_{11}-E_{22})\psi=(2-0)\psi\).

## (d) A fixed-spin replacement against \(F_{uv}\)

From here to (e), \(v\) is a spin. Show that

\[
[c_{ps}a_{qt},F_{uv}]=\delta_{tu}\,c_{ps}a_{qv}-\delta_{vs}\,c_{pu}a_{qt}.
\]

**Solution.** Apply (b) to each term of \(F_{uv}\):

\[
\sum_r\big(\delta_{qr}\delta_{tu}\,c_{ps}a_{rv}-\delta_{rp}\delta_{vs}\,c_{ru}a_{qt}\big).
\]

The orbital deltas select \(r=q\) and \(r=p\). Lean again splits on the two remaining deltas.

```lean
/-- A replacement with fixed spins obeys
`[c_ps a_qt, F_uv] = δ_tu c_ps a_qv - δ_vs c_pu a_qt`. -/
theorem CAR.replacement_comm_F [Fintype P] {c a : P → σ → A} (h : CAR c a)
    (p q : P) (s t u v : σ) :
    c p s * a q t * F c a u v - F c a u v * (c p s * a q t)
      = (if t = u then c p s * a q v else 0) - (if v = s then c p u * a q t else 0) := by
  unfold F
  rw [Finset.mul_sum, Finset.sum_mul, ← Finset.sum_sub_distrib]
  simp only [h.bilinear, Finset.sum_sub_distrib]
  by_cases h1 : t = u <;> by_cases h2 : v = s <;> simp [h1, h2]
```

## (e) Cancellation in the spin sum

Show that \([E_{pq},F_{uv}]=0\).

**Solution.** Set \(t=s\) in (d) and sum over \(s\):

\[
\sum_s\big(\delta_{su}\,c_{ps}a_{qv}-\delta_{vs}\,c_{pu}a_{qs}\big)=c_{pu}a_{qv}-c_{pu}a_{qv}=0.
\]

The final `simp` does this cancellation; `Commute X Y` means \(XY=YX\).

```lean
/-- Every spin-summed generator `E_pq` commutes with every orbital-summed operator `F_uv`,
for any finite number of spin values. -/
theorem CAR.E_commute_F [Fintype P] [Fintype σ] {c a : P → σ → A} (h : CAR c a)
    (p q : P) (u v : σ) : Commute (E c a p q) (F c a u v) := by
  have key : E c a p q * F c a u v - F c a u v * E c a p q = 0 := by
    unfold E
    rw [Finset.sum_mul, Finset.mul_sum, ← Finset.sum_sub_distrib]
    -- the two terms left by the fixed-spin commutator cancel in the spin sum
    simp only [h.replacement_comm_F, Finset.sum_sub_distrib]
    simp
  exact sub_eq_zero.mp key
```

## (f) Electron spin

Now \(A\) is a complex algebra, and `Fin 2` labels up by 0 and down by 1. In units of \(\hbar\), \(S_+=F_{01}\),

```lean
variable [Algebra ℂ A]

/-- The raising operator `S+ = ∑ p, c_p↑ a_p↓`, with spin up labelled `0` and down `1`. -/
def Splus [Fintype P] (c a : P → Fin 2 → A) : A := F c a 0 1
```

\(S_-=F_{10}\),

```lean
/-- The lowering operator `S- = ∑ p, c_p↓ a_p↑`. -/
def Sminus [Fintype P] (c a : P → Fin 2 → A) : A := F c a 1 0
```

\(S_z=\tfrac12(F_{00}-F_{11})\),

```lean
/-- The spin projection `Sz`, half the number of up electrons minus down electrons. -/
def Sz [Fintype P] (c a : P → Fin 2 → A) : A := (1 / 2 : ℂ) • (F c a 0 0 - F c a 1 1)
```

and \(S^2=S_-S_++S_z^2+S_z\).

```lean
/-- The total spin operator `S² = S- S+ + Sz² + Sz`. -/
def Ssq [Fintype P] (c a : P → Fin 2 → A) : A :=
  Sminus c a * Splus c a + Sz c a * Sz c a + Sz c a
```

Show that

\[
[E_{pq},S_+]=[E_{pq},S_-]=[E_{pq},S_z]=0.
\]

**Solution.** The first two are cases of (e). The third follows by linearity, through `sub_right` and `smul_right`.

```lean
/-- The spin-summed generators of electrons commute with `S+`, `S-` and `Sz`. -/
theorem CAR.E_commute_spin [Fintype P] {c a : P → Fin 2 → A} (h : CAR c a) (p q : P) :
    Commute (E c a p q) (Splus c a) ∧ Commute (E c a p q) (Sminus c a) ∧
      Commute (E c a p q) (Sz c a) :=
  ⟨h.E_commute_F p q 0 1, h.E_commute_F p q 1 0,
    ((h.E_commute_F p q 0 0).sub_right (h.E_commute_F p q 1 1)).smul_right _⟩
```

**Without the mixed relation.** Take one orbital and replace \(a_\downarrow\) by \(2a_\downarrow\). The relations `cc` and `aa` survive, but `ac` fails. Now \(E=c_\uparrow a_\uparrow+2c_\downarrow a_\downarrow\) and \(S_+=2c_\uparrow a_\downarrow\). On one down electron, \(ES_+\) gives \(2|{\uparrow}\rangle\) and \(S_+E\) gives \(4|{\uparrow}\rangle\), so they no longer commute.

## (g) Spin-free Hamiltonians

With arbitrary complex integrals \(t_{pq}\) and \(g_{pqrs}\), all indices being orbitals, let

\[
H=\sum_{pq}t_{pq}E_{pq}+\tfrac12\sum_{pqrs}g_{pqrs}(E_{pq}E_{rs}-\delta_{qr}E_{ps}).
\]

```lean
/-- The spin-free Hamiltonian with one-electron integrals `t` and two-electron integrals `g`,
`∑ t_pq E_pq + ½ ∑ g_pqrs (E_pq E_rs - δ_qr E_ps)`. -/
def hamiltonian [Fintype P] (c a : P → Fin 2 → A) (t : P → P → ℂ)
    (g : P → P → P → P → ℂ) : A :=
  ∑ p, ∑ q, t p q • E c a p q + (1 / 2 : ℂ) • ∑ p, ∑ q, ∑ r, ∑ s,
    g p q r s • (E c a p q * E c a r s - if q = r then E c a p s else 0)
```

Show that

\[
[H,S_+]=[H,S_-]=[H,S_z]=[H,S^2]=0.
\]

**Solution.** If \(X\) commutes with every \(E_{pq}\), it commutes with their products and linear combinations, hence with \(H\); this is `key`. Part (f) supplies \(X=S_+,S_-,S_z\). Since \(S^2\) is built from these by products and sums, it commutes too.

For electrons in finitely many orbitals with spin-independent integrals, \(H\) therefore does not couple states of different total spin or spin projection. Spin–orbit terms and the coupling of a magnetic field to the electron spin do not have this form.

```lean
/-- A spin-free Hamiltonian commutes with `S+`, `S-`, `Sz` and `S²`, whatever its integrals. -/
theorem CAR.hamiltonian_commute_spin [Fintype P] {c a : P → Fin 2 → A} (h : CAR c a)
    (t : P → P → ℂ) (g : P → P → P → P → ℂ) :
    Commute (hamiltonian c a t g) (Splus c a) ∧ Commute (hamiltonian c a t g) (Sminus c a) ∧
      Commute (hamiltonian c a t g) (Sz c a) ∧ Commute (hamiltonian c a t g) (Ssq c a) := by
  -- whatever commutes with all generators commutes with the Hamiltonian
  have key : ∀ X : A, (∀ p q, Commute (E c a p q) X) → Commute (hamiltonian c a t g) X := by
    intro X hX
    unfold hamiltonian
    refine Commute.add_left ?_ (Commute.smul_left ?_ _)
    · exact Commute.sum_left _ _ _ fun p _ => Commute.sum_left _ _ _ fun q _ =>
        (hX p q).smul_left _
    · refine Commute.sum_left _ _ _ fun p _ => Commute.sum_left _ _ _ fun q _ =>
        Commute.sum_left _ _ _ fun r _ => Commute.sum_left _ _ _ fun s _ =>
        Commute.smul_left (Commute.sub_left ((hX p q).mul_left (hX r s)) ?_) _
      split_ifs
      · exact hX p s
      · exact Commute.zero_left X
  have hp := key _ fun p q => (h.E_commute_spin p q).1
  have hm := key _ fun p q => (h.E_commute_spin p q).2.1
  have hz := key _ fun p q => (h.E_commute_spin p q).2.2
  exact ⟨hp, hm, hz, ((hm.mul_right hp).add_right (hz.mul_right hz)).add_right hz⟩
```

## (h) A realisation of the relations

On the exterior algebra over the spin orbitals, with coordinate vectors \(e_{ps}\), let \(c_{ps}x=e_{ps}\wedge x\),

```lean
/-- Creation on the exterior algebra over the spin orbitals: left multiplication by the coordinate
vector of the spin orbital `(p, s)`. -/
def create (p : P) (s : σ) : Module.End ℂ (ExteriorAlgebra ℂ (P × σ → ℂ)) :=
  LinearMap.mulLeft ℂ (ExteriorAlgebra.ι ℂ (Pi.single (p, s) (1 : ℂ)))
```

and let \(a_{ps}\) be contraction with the coordinate \((p,s)\).

```lean
/-- Annihilation on the exterior algebra over the spin orbitals: contraction with the
coordinate of the spin orbital `(p, s)`. -/
def annihilate (p : P) (s : σ) : Module.End ℂ (ExteriorAlgebra ℂ (P × σ → ℂ)) :=
  CliffordAlgebra.contractLeft (LinearMap.proj (p, s) : Module.Dual ℂ (P × σ → ℂ))
```

Show that these operators satisfy `CAR`; the mixed relation reads

\[
a_{ps}(e_{qt}\wedge x)+e_{qt}\wedge a_{ps}x=\delta_{pq}\delta_{st}\,x.
\]

**Solution.** Vectors anticommute under the wedge product, which gives `cc`, and contractions anticommute under composition, which gives `aa`. Contraction obeys the signed product rule

\[
a_{ps}(e_{qt}\wedge x)=\delta_{pq}\delta_{st}\,x-e_{qt}\wedge a_{ps}x,
\]

which rearranges to `ac`. Lean checks each relation on an arbitrary \(x\), taking the product rule from `contractLeft_ι_mul`.

```lean
/-- Creation and annihilation on the exterior algebra satisfy the canonical anticommutation
relations, for any sets of orbitals and spins. -/
theorem CAR_witness : CAR (create (P := P) (σ := σ)) annihilate where
  cc p s q t := by
    refine LinearMap.ext fun x => ?_
    change ExteriorAlgebra.ι ℂ _ * (ExteriorAlgebra.ι ℂ _ * x)
      + ExteriorAlgebra.ι ℂ _ * (ExteriorAlgebra.ι ℂ _ * x) = 0
    rw [← mul_assoc, ← mul_assoc, ← add_mul, ExteriorAlgebra.ι_add_mul_swap, zero_mul]
  aa p s q t := by
    refine LinearMap.ext fun x => ?_
    change CliffordAlgebra.contractLeft _ (CliffordAlgebra.contractLeft _ x)
      + CliffordAlgebra.contractLeft _ (CliffordAlgebra.contractLeft _ x) = 0
    rw [CliffordAlgebra.contractLeft_comm, neg_add_cancel]
  ac p s q t := by
    refine LinearMap.ext fun x => ?_
    change CliffordAlgebra.contractLeft _ (CliffordAlgebra.ι _ _ * x)
      + CliffordAlgebra.ι _ _ * CliffordAlgebra.contractLeft _ x = _
    rw [CliffordAlgebra.contractLeft_ι_mul, sub_add_cancel]
    by_cases h : p = q ∧ s = t
    · obtain ⟨rfl, rfl⟩ := h
      simp
    · rw [if_neg h]
      simp [h]

end

end SpinSummedGenerators
```

```lean
#print axioms SpinSummedGenerators.CAR.E_comm_E
#print axioms SpinSummedGenerators.CAR.E_commute_spin
#print axioms SpinSummedGenerators.CAR.hamiltonian_commute_spin
```

```
'SpinSummedGenerators.CAR.E_comm_E' depends on axioms: [propext, Classical.choice, Quot.sound]
'SpinSummedGenerators.CAR.E_commute_spin' depends on axioms: [propext, Classical.choice, Quot.sound]
'SpinSummedGenerators.CAR.hamiltonian_commute_spin' depends on axioms: [propext, Classical.choice, Quot.sound]
```
